# The leading correction to arcsin k ≈ k at small k is k³/6

The declaration states that (arcsin k − k)/k³ tends to 1/6 as the real number k tends to zero through nonzero values. This is the cubic coefficient in the small-argument expansion of arcsin; the statement itself involves no Hamiltonian, state or other physical model. The proof uses L'Hôpital's rule, which leads to the quotient of derivatives (1/√(1 − k²) − 1)/(3k²). With s = √(1 − k²), the auxiliary fact `key` rewrites this quotient as 1/(3s(1 + s)), which tends to 1/6 because s tends to 1.

The first attempt, which Lean rejects:

```lean
import Mathlib

open Real MeasureTheory Set Filter Topology

namespace ArcsinCubic

noncomputable section

/-- The cubic coefficient of `arcsin` at zero is `1 / 6`. -/
theorem arcsin_cubic : Tendsto (fun k : ℝ => (arcsin k - k) / k ^ 3) (𝓝[≠] 0) (𝓝 (1 / 6)) := by
  have hev : ∀ᶠ k in 𝓝[≠] (0 : ℝ), k ∈ Ioo (-1 : ℝ) 1 :=
    mem_nhdsWithin_of_mem_nhds (Ioo_mem_nhds (by norm_num) one_pos)
  have key : ∀ s k : ℝ, 0 < s → k ≠ 0 → s ^ 2 = 1 - k ^ 2 →
      (3 * s * (1 + s))⁻¹ = (1 / s - 1) / (3 * k ^ 2) := by
    intro s k hs hk h
    have h1 : 1 + s ≠ 0 := by positivity
    have e : 1 / s - 1 = k ^ 2 / (s * (1 + s)) := by
      rw [show k ^ 2 = (1 - s) * (1 + s) by linear_combination -h]
      field_simp
    rw [e]
    field_simp
  have hs : Tendsto (fun k : ℝ => √(1 - k ^ 2)) (𝓝[≠] 0) (𝓝 1) :=
    (Continuous.tendsto' (by fun_prop) 0 1 (by simp)).mono_left nhdsWithin_le_nhds
  have hl := ((hs.const_mul 3).mul (hs.const_add 1)).inv₀ (by norm_num)
  rw [show ((3 : ℝ) * 1 * (1 + 1))⁻¹ = 1 / 6 by norm_num] at hl
  -- L'Hôpital's rule
  refine HasDerivAt.lhopital_zero_nhdsNE (f' := fun k => 1 / √(1 - k ^ 2) - 1)
    (g' := fun k => 3 * k ^ 2) ?_ ?_ ?_ ?_ ?_ (hl.congr' ?_)
  · filter_upwards [hev] with k hk
    exact (Real.hasDerivAt_arcsin hk.1.ne' hk.2.ne).fun_sub (hasDerivAt_id' k)
  · exact Eventually.of_forall fun k => by simpa using hasDerivAt_pow 3 k
  · filter_upwards [self_mem_nhdsWithin] with k hk
    exact mul_ne_zero (by norm_num) (pow_ne_zero 2 hk)
  · exact ((Real.continuous_arcsin.sub continuous_id).tendsto' 0 0 (by simp)).mono_left
      nhdsWithin_le_nhds
  · exact ((continuous_pow 3).tendsto' (0 : ℝ) 0 (by simp)).mono_left nhdsWithin_le_nhds
  · filter_upwards [hev, self_mem_nhdsWithin] with k hk h0
    have hp : 0 < 1 - k ^ 2 := by nlinarith [hk.1, hk.2]
    exact key _ k (Real.sqrt_pos.2 hp) h0 (Real.sq_sqrt hp.le)

end

end ArcsinCubic
```

The error:

```
Main.lean:18:44: error: ring failed, ring expressions not equal
hev : ∀ᶠ (k : ℝ) in 𝓝[≠] 0, k ∈ Ioo (-1) 1
s k : ℝ
hs : 0 < s
hk : k ≠ 0
h : s ^ 2 = 1 - k ^ 2
h1 : 1 + s ≠ 0
⊢ -2 + k ^ 2 * 2 + s ^ 2 * 2 = 0
```

Diagnosis. The single error is a wrong sign in the proof of `key`. There the hypothesis `h` says s² = 1 − k², and the step needs k² = (1 − s)(1 + s).

`linear_combination` subtracts the proposed combination of hypotheses from the goal, left side minus right side in each, and asks `ring` to check that the result is identically zero. For the goal, this difference is k² + s² − 1, and for `h` it is the same expression. Subtracting `-h` therefore adds the two instead of cancelling them, leaving 2k² + 2s² − 2, which is the expression in the message. It does vanish under `h`, but `ring` proves only identities and does not use hypotheses, so it fails.

The repair replaces `-h` with `h`. The two differences now cancel exactly, leaving 0 = 0, which `ring` accepts.

As a diff, the version that Lean accepts:

```diff
@@ -16,5 +16,5 @@
     have h1 : 1 + s ≠ 0 := by positivity
     have e : 1 / s - 1 = k ^ 2 / (s * (1 + s)) := by
-      rw [show k ^ 2 = (1 - s) * (1 + s) by linear_combination -h]
+      rw [show k ^ 2 = (1 - s) * (1 + s) by linear_combination h]
       field_simp
     rw [e]
```
